# Equally occupied Kramers pairs of spinors carry no spin magnetisation

Let $p=(p_0,p_1)\in\mathbb C^2$ be the value of a two-component orbital at one point in space, and let $\Theta p=(-p_1^*,\,p_0^*)$ be its time-reversed partner. I take the magnetisation of $p$ to be the vector with components $m_k(p)=\langle p,\sigma_k p\rangle$, where $\sigma_0,\sigma_1,\sigma_2$ are the Pauli matrices for $x,y,z$.

My understanding is that $p$ and $\Theta p$ have opposite magnetisations, and that $pp^\dagger+\Theta p\,(\Theta p)^\dagger$ is a multiple of the identity. A doubly occupied Kramers pair should then have no magnetisation at any point, even if each orbital is non-collinear. I would like to see this made rigorous and machine-checked. I would also like to know whether opposite magnetisation identifies the time-reversed partner, or whether other spinors have it too.

## The cancellation holds pair by pair, and at each point it fixes the partner up to a phase

Both of your statements are correct, and the only spinors with magnetisation opposite to that of $p$ are the multiples of $\Theta p$ by a phase factor. The derivation needs only the components and one further quantity, the density $n(p)=|p_0|^2+|p_1|^2$.

### Sign reversal and the sum of outer products

Multiplying out $p^\dagger\sigma_k p$ gives

$$m_0=p_0^*p_1+p_1^*p_0,\qquad m_1=i\,(p_1^*p_0-p_0^*p_1),\qquad m_2=|p_0|^2-|p_1|^2 .$$

Let $q=\Theta p$, so that $q_0=-p_1^*$ and $q_1=p_0^*$. Then

$$q_0^*q_1=-p_0^*p_1,\qquad q_1^*q_0=-p_1^*p_0,\qquad |q_0|^2=|p_1|^2,\qquad |q_1|^2=|p_0|^2 .$$

Inserting these products into the three components changes the sign of each, so $m_k(\Theta p)=-m_k(p)$. The same products give the outer products:

$$pp^\dagger+qq^\dagger=\begin{pmatrix}|p_0|^2&p_0p_1^*\\p_1p_0^*&|p_1|^2\end{pmatrix}+\begin{pmatrix}|p_1|^2&-p_0p_1^*\\-p_1p_0^*&|p_0|^2\end{pmatrix}=n(p)\,I .$$

### Many orbitals with arbitrary occupations

Take finitely many orbitals $\varphi_i(r)$ with occupations $f_i$, and let their partners have occupations $g_i$. The spin density matrix is

$$\rho(r)=\sum_i\left[f_i\,\varphi_i\varphi_i^\dagger+g_i\,\Theta\varphi_i(\Theta\varphi_i)^\dagger\right],$$

with all orbitals evaluated at $r$. Since $\operatorname{tr}(\sigma_k\,pp^\dagger)=p^\dagger\sigma_kp=m_k(p)$, linearity and the sign reversal give

$$\operatorname{tr}(\sigma_k\rho(r))=\sum_i (f_i-g_i)\,m_k(\varphi_i(r)).$$

If $f_i=g_i$ for every $i$, this is zero, and the sum of outer products gives $\rho(r)=\sum_i f_i\,n(\varphi_i(r))\,I$.

### Why opposite magnetisation leaves only a phase

Let $u=p_0^*p_1$. Then $m_0^2+m_1^2=(u+u^*)^2-(u^*-u)^2=4|u|^2=4|p_0|^2|p_1|^2$. Adding $m_2^2$ gives

$$\sum_k m_k(p)^2=\left(|p_0|^2+|p_1|^2\right)^2=n(p)^2 .$$

Now let $q$ be any spinor with $m_k(q)=-m_k(p)$ for all $k$. The two vectors have the same length and densities are non-negative, so $n(q)=n(p)$. If this density is zero, both spinors vanish and any phase will do.

Otherwise, $q_1^*q_0=\tfrac12(m_0(q)-i\,m_1(q))$ and $|q_1|^2=\tfrac12(n(q)-m_2(q))$, with similar formulas for the other two products. Therefore

$$q_1^*q_0=-p_1^*p_0,\qquad q_0^*q_1=-p_0^*p_1,\qquad |q_1|^2=|p_0|^2,\qquad |q_0|^2=|p_1|^2 .$$

Set $c=(p_0q_1-p_1q_0)/n(p)$. Then

$$n(p)\,c\,(-p_1^*)=-p_1^*p_0\,q_1+|p_1|^2q_0=|q_1|^2q_0+|p_1|^2q_0=n(p)\,q_0,$$

$$n(p)\,c\,p_0^*=|p_0|^2q_1-p_0^*p_1\,q_0=|p_0|^2q_1+|q_0|^2q_1=n(p)\,q_1 .$$

So $q=c\,\Theta p$. Taking densities gives $n(q)=|c|^2n(p)$, hence $|c|=1$. In the other direction, a phase factor cancels in $q^\dagger\sigma_kq$, so every $c\,\Theta p$ with $|c|=1$ has the opposite magnetisation.

This is a statement about one point. For whole orbitals the phase may depend on $r$: with any real function $\chi$, the orbital $e^{i\chi(r)}\,\Theta\varphi(r)$ has the magnetisation opposite to that of $\varphi$ everywhere, but it need not be a constant multiple of $\Theta\varphi$. Opposite magnetisation at every point therefore does not identify the time-reversed orbital as a quantum state.

### The Lean file

```lean
import Mathlib

open Matrix

namespace KramersPairMagnetisation

noncomputable section

/-- The three Pauli matrices, in the order x, y, z. -/
def pauli : Fin 3 → Matrix (Fin 2) (Fin 2) ℂ :=
  ![!![0, 1; 1, 0], !![0, -Complex.I; Complex.I, 0], !![1, 0; 0, -1]]

/-- Time reversal of a two-component spinor: `(a, b)` becomes `(-b*, a*)`. -/
def timeReversal (p : Fin 2 → ℂ) : Fin 2 → ℂ := ![-star (p 1), star (p 0)]

/-- The density of a spinor, the sum of the squared moduli of its components. -/
def density (p : Fin 2 → ℂ) : ℝ := ‖p 0‖ ^ 2 + ‖p 1‖ ^ 2

/-- The `k`-th component of the magnetisation, `⟨p, σ_k p⟩`, with no normalisation of `p`. -/
def magnetisation (p : Fin 2 → ℂ) (k : Fin 3) : ℂ := star p ⬝ᵥ (pauli k *ᵥ p)

/-- The spin density matrix at the point `r` when the orbital `φ i` has occupation `f i` and its
time-reversed partner has occupation `g i`. -/
def spinDensity {ι X : Type*} [Fintype ι] (f g : ι → ℝ) (φ : ι → X → Fin 2 → ℂ) (r : X) :
    Matrix (Fin 2) (Fin 2) ℂ :=
  ∑ i, ((f i : ℂ) • vecMulVec (φ i r) (star (φ i r)) +
    (g i : ℂ) • vecMulVec (timeReversal (φ i r)) (star (timeReversal (φ i r))))

/-- The density written with the spinor components and their conjugates. -/
theorem density_eq (p : Fin 2 → ℂ) :
    (density p : ℂ) = star (p 0) * p 0 + star (p 1) * p 1 := by
  simp only [density, Complex.star_def, Complex.conj_mul', Complex.ofReal_add,
    Complex.ofReal_pow]

/-- The x, y and z components of the magnetisation in terms of the spinor components. -/
theorem magnetisation_components (p : Fin 2 → ℂ) :
    magnetisation p 0 = star (p 0) * p 1 + star (p 1) * p 0 ∧
    magnetisation p 1 = Complex.I * (star (p 1) * p 0 - star (p 0) * p 1) ∧
    magnetisation p 2 = star (p 0) * p 0 - star (p 1) * p 1 := by
  refine ⟨?_, ?_, ?_⟩ <;>
    simp [magnetisation, pauli, Matrix.mulVec, dotProduct, Fin.sum_univ_two] <;> ring

/-- Time reversal reverses every component of the magnetisation of a spinor. -/
theorem magnetisation_timeReversal (p : Fin 2 → ℂ) (k : Fin 3) :
    magnetisation (timeReversal p) k = -magnetisation p k := by
  obtain ⟨hx, hy, hz⟩ := magnetisation_components p
  obtain ⟨tx, ty, tz⟩ := magnetisation_components (timeReversal p)
  have h0 : timeReversal p 0 = -star (p 1) := rfl
  have h1 : timeReversal p 1 = star (p 0) := rfl
  rw [h0, h1, star_neg, star_star, star_star] at tx ty tz
  fin_cases k
  · change magnetisation (timeReversal p) 0 = -magnetisation p 0
    rw [tx, hx]; ring
  · change magnetisation (timeReversal p) 1 = -magnetisation p 1
    rw [ty, hy]; ring
  · change magnetisation (timeReversal p) 2 = -magnetisation p 2
    rw [tz, hz]; ring

/-- The outer products of a spinor and of its time-reversed partner add up to the density times
the identity matrix. -/
theorem kramers_pair_density (p : Fin 2 → ℂ) :
    vecMulVec p (star p) + vecMulVec (timeReversal p) (star (timeReversal p)) =
      (density p : ℂ) • (1 : Matrix (Fin 2) (Fin 2) ℂ) := by
  rw [density_eq]
  ext i j
  simp only [Matrix.add_apply, Matrix.vecMulVec_apply, Pi.star_apply, Matrix.smul_apply,
    smul_eq_mul]
  fin_cases i <;> fin_cases j <;> simp [timeReversal] <;> ring

/-- The magnetisation of a set of Kramers pairs is the sum of the orbital magnetisations, each
weighted by the difference of the two occupations in the pair. -/
theorem trace_pauli_spinDensity {ι X : Type*} [Fintype ι] (f g : ι → ℝ)
    (φ : ι → X → Fin 2 → ℂ) (r : X) (k : Fin 3) :
    (pauli k * spinDensity f g φ r).trace =
      ∑ i, ((f i : ℂ) - (g i : ℂ)) * magnetisation (φ i r) k := by
  -- the trace of a Pauli matrix times `p p†` is a component of the magnetisation of `p`
  have key : ∀ p : Fin 2 → ℂ,
      (pauli k * vecMulVec p (star p)).trace = magnetisation p k := by
    intro p
    simp [magnetisation, Matrix.trace, Matrix.mul_apply, Matrix.vecMulVec_apply,
      Matrix.mulVec, dotProduct, Fin.sum_univ_two]
    ring
  rw [spinDensity, Finset.mul_sum, Matrix.trace_sum]
  refine Finset.sum_congr rfl fun i _ => ?_
  rw [mul_add, Matrix.trace_add, Matrix.mul_smul, Matrix.mul_smul, Matrix.trace_smul,
    Matrix.trace_smul, key, key, magnetisation_timeReversal, smul_eq_mul, smul_eq_mul]
  ring

/-- If the two partners of every Kramers pair are equally occupied, the spin density matrix is at
each point a multiple of the identity, and all components of the magnetisation vanish. -/
theorem closed_shell_no_magnetisation {ι X : Type*} [Fintype ι] (f : ι → ℝ)
    (φ : ι → X → Fin 2 → ℂ) (r : X) :
    spinDensity f f φ r =
      (∑ i, (f i : ℂ) * (density (φ i r) : ℂ)) • (1 : Matrix (Fin 2) (Fin 2) ℂ) ∧
    ∀ k, (pauli k * spinDensity f f φ r).trace = 0 := by
  constructor
  · rw [spinDensity, Finset.sum_smul]
    refine Finset.sum_congr rfl fun i _ => ?_
    rw [← smul_add, kramers_pair_density, smul_smul]
  · intro k
    rw [trace_pauli_spinDensity]
    simp

/-- The squared length of the magnetisation vector of a single spinor is its squared density. -/
theorem magnetisation_length (p : Fin 2 → ℂ) :
    ∑ k, magnetisation p k ^ 2 = (density p : ℂ) ^ 2 := by
  obtain ⟨hx, hy, hz⟩ := magnetisation_components p
  rw [Fin.sum_univ_three, hx, hy, hz, density_eq]
  linear_combination (star (p 1) * p 0 - star (p 0) * p 1) ^ 2 * Complex.I_sq

/-- Two spinors have opposite magnetisations exactly when one is the time-reversed partner of the
other up to a phase factor. -/
theorem opposite_magnetisation_iff (p q : Fin 2 → ℂ) :
    (∀ k, magnetisation q k = -magnetisation p k) ↔
      ∃ c : ℂ, ‖c‖ = 1 ∧ q = c • timeReversal p := by
  constructor
  · intro h
    -- opposite vectors have the same length, so the densities agree
    have hn : density q = density p := by
      have h2 : (density q : ℂ) ^ 2 = (density p : ℂ) ^ 2 := by
        rw [← magnetisation_length q, ← magnetisation_length p]
        simp only [h, neg_sq]
      have h3 : density q ^ 2 = density p ^ 2 := by exact_mod_cast h2
      have hq0 : 0 ≤ density q := by unfold density; positivity
      have hp0 : 0 ≤ density p := by unfold density; positivity
      exact (pow_left_inj₀ hq0 hp0 two_ne_zero).mp h3
    by_cases hp : density p = 0
    · have hz : ∀ s : Fin 2 → ℂ, density s = 0 → s = 0 := by
        intro s hs
        unfold density at hs
        have h0 : ‖s 0‖ ^ 2 = 0 := by linarith [sq_nonneg ‖s 0‖, sq_nonneg ‖s 1‖]
        have h1 : ‖s 1‖ ^ 2 = 0 := by linarith [sq_nonneg ‖s 0‖, sq_nonneg ‖s 1‖]
        funext i
        fin_cases i
        · exact norm_eq_zero.mp ((pow_eq_zero_iff two_ne_zero).mp h0)
        · exact norm_eq_zero.mp ((pow_eq_zero_iff two_ne_zero).mp h1)
      refine ⟨1, norm_one, ?_⟩
      rw [hz q (hn.trans hp), hz p hp]
      funext i
      fin_cases i <;> simp [timeReversal]
    · have hpC : (density p : ℂ) ≠ 0 := by exact_mod_cast hp
      obtain ⟨px, py, pz⟩ := magnetisation_components p
      obtain ⟨qx, qy, qz⟩ := magnetisation_components q
      have hx := h 0
      have hy := h 1
      have hz := h 2
      rw [px, qx] at hx
      rw [py, qy] at hy
      rw [pz, qz] at hz
      have hN : (density q : ℂ) = (density p : ℂ) := by rw [hn]
      rw [density_eq, density_eq] at hN
      -- all products of components of q are fixed by p
      have e1 : star (q 1) * q 0 = -(star (p 1) * p 0) := by
        linear_combination (1 / 2) * hx - Complex.I / 2 * hy +
          (star (q 1) * q 0 - star (q 0) * q 1 + star (p 1) * p 0 - star (p 0) * p 1) / 2 *
            Complex.I_sq
      have e2 : star (q 0) * q 1 = -(star (p 0) * p 1) := by linear_combination hx - e1
      have e4 : star (q 1) * q 1 = star (p 0) * p 0 := by linear_combination (hN - hz) / 2
      have e5 : star (q 0) * q 0 = star (p 1) * p 1 := by linear_combination (hN + hz) / 2
      have hq : q = ((p 0 * q 1 - p 1 * q 0) / (density p : ℂ)) • timeReversal p := by
        funext i
        fin_cases i
        · change q 0 = (p 0 * q 1 - p 1 * q 0) / (density p : ℂ) * (-star (p 1))
          rw [div_mul_eq_mul_div, eq_div_iff hpC, density_eq]
          linear_combination q 1 * e1 - q 0 * e4
        · change q 1 = (p 0 * q 1 - p 1 * q 0) / (density p : ℂ) * star (p 0)
          rw [div_mul_eq_mul_div, eq_div_iff hpC, density_eq]
          linear_combination q 0 * e2 - q 1 * e5
      refine ⟨_, ?_, hq⟩
      -- equal densities make the factor a phase
      have hs : ∀ c : ℂ, density (c • timeReversal p) = ‖c‖ ^ 2 * density p := by
        intro c
        change ‖c * (-star (p 1))‖ ^ 2 + ‖c * star (p 0)‖ ^ 2 = _
        rw [norm_mul, norm_mul, norm_neg, norm_star, norm_star, density]
        ring
      have hd := congrArg density hq
      rw [hs, hn] at hd
      have h1 := mul_right_cancel₀ hp ((one_mul (density p)).trans hd)
      exact (pow_eq_one_iff_of_nonneg (norm_nonneg _) two_ne_zero).mp h1.symm
  · rintro ⟨c, hc, rfl⟩ k
    have hcc : star c * c = 1 := by
      rw [Complex.star_def, Complex.conj_mul', hc]
      simp
    rw [← magnetisation_timeReversal, magnetisation, magnetisation, star_smul,
      Matrix.mulVec_smul, smul_dotProduct, dotProduct_smul, smul_smul, hcc, one_smul]

end

end KramersPairMagnetisation
```

```lean
#print axioms KramersPairMagnetisation.closed_shell_no_magnetisation
#print axioms KramersPairMagnetisation.opposite_magnetisation_iff
```

```
'KramersPairMagnetisation.closed_shell_no_magnetisation' depends on axioms: [propext, Classical.choice, Quot.sound]
'KramersPairMagnetisation.opposite_magnetisation_iff' depends on axioms: [propext, Classical.choice, Quot.sound]
```

### What the theorems say about spinors and orbitals

A spinor is a function `Fin 2 → ℂ`, so `p 0` and `p 1` are $p_0$ and $p_1$. The definition `timeReversal` is $-i\sigma_y$ followed by complex conjugation, which fixes the overall phase of $\Theta$. The outer product $pp^\dagger$ is `vecMulVec p (star p)`, and `density` is the real number $n(p)$. `magnetisation p k` is the number $p^\dagger\sigma_kp$, with no division by $n(p)$. For the value of an orbital at a point it is a density, like $n(p)$, without the factors that turn it into a density of spin or of magnetic moment. Its type is complex, although its values are real because the Pauli matrices are Hermitian.

In `spinDensity`, the finite type `ι` labels the Kramers pairs and `X` is the set of points in space. Nothing is assumed about `X`, because every statement concerns one point `r` at a time. The occupations are arbitrary real numbers, and the orbitals need not be normalised or orthogonal.

The main statements are these:

- `magnetisation_timeReversal` and `kramers_pair_density` are your two claims for a single spinor.
- `trace_pauli_spinDensity` gives the magnetisation for unequal occupations.
- `closed_shell_no_magnetisation` uses the same `f` for both partners. It states that the spin density matrix is a multiple of the identity and that all three traces vanish.
- `opposite_magnetisation_iff` is the characterisation up to a phase, with the zero spinor included.

Equal occupation is a hypothesis here. A closed shell, with both partners of each occupied pair fully occupied, satisfies it, and so do equal fractional occupations. "Kramers pair" means only a spinor and its time-reversed partner. There is no Hamiltonian in the file, so Kramers' theorem on the degeneracy of energy levels is neither used nor proved.

For two-component density-functional calculations with finitely many orbitals in equally occupied Kramers pairs, the result means that a functional of density and magnetisation receives zero magnetisation at every point, with or without spin–orbit coupling.

### How the proofs follow the algebra

`density_eq` rewrites the squared moduli as products such as `star (p 0) * p 0`, so that everything becomes polynomial in the components and their conjugates. `magnetisation_components` multiplies out the Pauli matrices. `magnetisation_timeReversal` applies these formulas to both $p$ and $\Theta p$, splits into the three values of `k`, and closes each case with `ring`. `kramers_pair_density` compares the four matrix entries in the same way.

In `trace_pauli_spinDensity`, the local statement `key` is $\operatorname{tr}(\sigma_k\,pp^\dagger)=m_k(p)$. The trace is then taken term by term, and the sign reversal produces the difference of occupations. The first half of `closed_shell_no_magnetisation` applies `kramers_pair_density` to each pair, and the second half sets the two occupations equal in the trace formula.

`magnetisation_length` is the identity for $\sum_k m_k^2$. Its `linear_combination` step supplies $i^2=-1$, which is needed only for the square of the $y$ component.

The forward direction of `opposite_magnetisation_iff` first obtains equal densities, called `hn`, from the lengths. It then treats zero density separately, choosing the phase 1. For non-zero density, `e1`, `e2`, `e4` and `e5` are the four product relations derived above, and `hq` is $q=c\,\Theta p$, checked for each component after clearing the denominator. The statement `hs` gives $n(c\,\Theta p)=|c|^2n(p)$, and cancelling the density yields $|c|=1$. The reverse direction uses $c^*c=1$ to remove the phase from $q^\dagger\sigma_kq$.
